# The VV10 energy of a finite set of cells tends to $\beta N$ under uniform scaling to high density

## The functional and the scaling

In Hartree atomic units, the VV10 nonlocal correlation energy of an electron density $n(x)$ with $N$ electrons is

$$E=\beta N-\frac34\iint\frac{n(x)\,n(x')}{g\,g'\,(g+g')}\,dx\,dx',\qquad g=\omega(x)\,|x-x'|^2+\kappa(x),$$

where $g'$ is $g$ with $x$ and $x'$ exchanged, and

$$\omega=\sqrt{C\,(|\nabla n|/n)^4+h\,n},\qquad \kappa=c\,n^{1/6}.$$

The constant $C$ sets the strength of a local gap that depends on the gradient. The term $hn$, with $h=4\pi/3$, is one third of the squared plasma frequency. The constant $c$ contains the adjustable parameter that damps the interaction at short range, and $\beta$ is the energy per electron that makes $E$ vanish for a uniform density. Here $h$ and $c$ are neither Planck's constant nor the speed of light, and $\omega$ is usually written $\omega_0$.

Uniform scaling compresses the density to $n_s(x)=s^3n(sx)$ at fixed $N$. The question is what remains of $E$ as $s\to\infty$. For a density divided into finitely many cells, the pair term vanishes as $s^{-3/2}$ or faster, and $\beta N$ is left.

```lean
import Mathlib

open Filter Topology

noncomputable section

namespace VV10HighDensity
```

## A density in cells

Cell $i$ has a population $N_i$, a density $n_i$ and a gradient magnitude $\gamma_i$; the distance between cells $i$ and $j$ is $r_{ij}$.

```lean
/-- A density divided into cells: populations `N`, densities `n`, magnitudes `grad` of the
density gradient, and distances `r` between cells. -/
structure Cells (ι : Type*) where
  N : ι → ℝ
  n : ι → ℝ
  grad : ι → ℝ
  r : ι → ι → ℝ
```

The type `ι` labels the cells, and `grad` holds $\gamma_i$. The structure imposes no relation between these numbers: populations need not be density times volume, and $r_{ij}$ need not come from points in space. The theorems therefore hold for any real distances and gradients. The passage from the finite sum to the double integral over a continuous density is the step that the hypotheses leave open.

The cells are compressed together with the density, so each keeps its electrons:

$$N_i\to N_i,\qquad n_i\to s^3n_i,\qquad \gamma_i\to s^4\gamma_i,\qquad r_{ij}\to r_{ij}/s.$$

```lean
variable {ι : Type*}

/-- Uniform scaling of the density, `n(x) → s³ n(s x)`, for `s > 0`: populations are kept,
densities grow as `s³`, gradients as `s⁴`, and distances shrink as `1/s`. -/
def Cells.scaled (X : Cells ι) (s : ℝ) : Cells ι where
  N := X.N
  n := fun i => s ^ 3 * X.n i
  grad := fun i => s ^ 4 * X.grad i
  r := fun i j => X.r i j / s
```

The local frequency of a cell is $\omega_i=\sqrt{C(\gamma_i/n_i)^4+hn_i}$.

```lean
/-- The VV10 local frequency at density `n ≠ 0` and gradient magnitude `γ`. -/
def omega (C h n γ : ℝ) : ℝ := √(C * (γ / n) ^ 4 + h * n)
```

The damping term is $\kappa_i=c\,n_i^{1/6}$.

```lean
/-- The VV10 damping term at density `n ≥ 0`. -/
def kappa (c n : ℝ) : ℝ := c * n ^ (1 / 6 : ℝ)
```

Together they give $g_{ij}=\omega_ir_{ij}^2+\kappa_i$. The first index says whose frequency and damping are used, so $g_{ij}$ and $g_{ji}$ generally differ.

```lean
/-- The VV10 function `g_ij = ω_i r_ij² + κ_i`, for nonzero densities. -/
def g (C h c : ℝ) (X : Cells ι) (i j : ι) : ℝ :=
  omega C h (X.n i) (X.grad i) * X.r i j ^ 2 + kappa c (X.n i)
```

For the scaled density, a factor $\sqrt s$ will come out of $g_{ij}$. What it leaves behind is

$$\tilde g_{ij}(s)=\sqrt{C(\gamma_i/n_i)^4+\frac{hn_i}{s}}\;\frac{r_{ij}^2}{\sqrt s}+\kappa_i .$$

```lean
/-- The function `g_ij` of the scaled density divided by `√s`, for `s > 0` and
nonzero densities. -/
def gRed (C h c : ℝ) (X : Cells ι) (s : ℝ) (i j : ι) : ℝ :=
  √(C * (X.grad i / X.n i) ^ 4 + h * X.n i / s) * X.r i j ^ 2 / √s + kappa c (X.n i)
```

The double integral becomes

$$P=\sum_{i,j}\frac{N_iN_j}{g_{ij}\,g_{ji}\,(g_{ij}+g_{ji})}.$$

The sum runs over all ordered pairs, including $i=j$.

```lean
/-- The VV10 double sum over cells, for positive densities and `c > 0`. -/
def pairSum [Fintype ι] (C h c : ℝ) (X : Cells ι) : ℝ :=
  ∑ i, ∑ j, X.N i * X.N j / (g C h c X i j * g C h c X j i * (g C h c X i j + g C h c X j i))
```

Under scaling, $P$ will turn out to fall off as $s^{-3/2}$. The candidate for the limit of $s^{3/2}P$ contains neither distances nor gradients:

$$K=\sum_{i,j}\frac{N_iN_j}{c^3(n_in_j)^{1/6}\,(n_i^{1/6}+n_j^{1/6})}.$$

The name `contactSum` refers to this loss of distance; every pair of cells contributes, however far apart.

```lean
/-- The double sum without any dependence on distance, for positive densities and `c > 0`. -/
def contactSum [Fintype ι] (c : ℝ) (X : Cells ι) : ℝ :=
  ∑ i, ∑ j, X.N i * X.N j /
    (c ^ 3 * (X.n i * X.n j) ^ (1 / 6 : ℝ) * (X.n i ^ (1 / 6 : ℝ) + X.n j ^ (1 / 6 : ℝ)))
```

With $N=\sum_iN_i$, the energy is $E=\beta N-\tfrac34P$.

```lean
/-- The VV10 nonlocal correlation energy, for positive densities and `c > 0`: the term `β N`
and the pair attraction. -/
def energy [Fintype ι] (β C h c : ℝ) (X : Cells ι) : ℝ :=
  β * ∑ i, X.N i - 3 / 4 * pairSum C h c X
```

## Powers of $s$ in the frequency and the damping

The ratio of gradient to density scales as $s^4\gamma/(s^3n)=s\,\gamma/n$. Hence

$$\omega(s)=\sqrt{C(\gamma/n)^4s^4+hn\,s^3}.$$

```lean
/-- Under uniform scaling with `s ≠ 0` the gradient part of the squared frequency grows as `s⁴`
and the plasma part as `s³`. -/
theorem omega_scaled (C h n γ : ℝ) {s : ℝ} (hs : s ≠ 0) :
    omega C h (s ^ 3 * n) (s ^ 4 * γ) = √(C * (γ / n) ^ 4 * s ^ 4 + h * n * s ^ 3) := by
  have e : s ^ 4 * γ / (s ^ 3 * n) = s * (γ / n) := by
    rw [show s ^ 4 * γ = s ^ 3 * (s * γ) by ring,
      mul_div_mul_left _ _ (pow_ne_zero 3 hs), mul_div_assoc]
  unfold omega
  rw [e]
  congr 1
  ring
```

The proof establishes the ratio first, as `e`, and then compares the expressions under the two roots.

For the damping term, $(s^3n)^{1/6}=s^{1/2}n^{1/6}$, so $\kappa(s)=\sqrt s\,\kappa$.

```lean
/-- Under uniform scaling with `s > 0` the damping term at density `n > 0` grows as `√s`. -/
theorem kappa_scaled (c : ℝ) {n s : ℝ} (hn : 0 < n) (hs : 0 < s) :
    kappa c (s ^ 3 * n) = √s * kappa c n := by
  have e : (s ^ 3) ^ (1 / 6 : ℝ) = √s := by
    rw [Real.sqrt_eq_rpow, ← Real.rpow_natCast, ← Real.rpow_mul hs.le]
    norm_num
  unfold kappa
  rw [Real.mul_rpow (pow_pos hs 3).le hn.le, e]
  ring
```

The frequency grows as $s^2$ when the gradient part is present, but the squared distance falls as $s^{-2}$. Taking $s^4$ out of the root gives

$$\omega_i(s)\,\frac{r_{ij}^2}{s^2}=\sqrt{C(\gamma_i/n_i)^4+\frac{hn_i}{s}}\;r_{ij}^2 .$$

This stays bounded as $s\to\infty$, while the damping term grows as $\sqrt s$. Dividing both by $\sqrt s$ yields $g_{ij}(s)=\sqrt s\,\tilde g_{ij}(s)$.

```lean
/-- For positive densities and `s > 0`, the scaled `g_ij` is `√s` times its reduced form. -/
theorem g_scaled (C h c : ℝ) (X : Cells ι) (hn : ∀ i, 0 < X.n i) {s : ℝ} (hs : 0 < s)
    (i j : ι) : g C h c (X.scaled s) i j = √s * gRed C h c X s i j := by
  have ht : √s ≠ 0 := (Real.sqrt_pos.mpr hs).ne'
  have hs' : s ≠ 0 := hs.ne'
  change omega C h (s ^ 3 * X.n i) (s ^ 4 * X.grad i) * (X.r i j / s) ^ 2
    + kappa c (s ^ 3 * X.n i) = _
  rw [omega_scaled _ _ _ _ hs', kappa_scaled c (hn i) hs]
  -- the factor `s²` of the frequency cancels against the squared distance
  have e : C * (X.grad i / X.n i) ^ 4 * s ^ 4 + h * X.n i * s ^ 3
      = (s ^ 2) ^ 2 * (C * (X.grad i / X.n i) ^ 4 + h * X.n i / s) := by
    have e' : h * X.n i * s ^ 3 = (s ^ 2) ^ 2 * (h * X.n i / s) := by field_simp
    rw [e']
    ring
  rw [e, Real.sqrt_mul (sq_nonneg _), Real.sqrt_sq (sq_nonneg s)]
  unfold gRed
  generalize √(C * (X.grad i / X.n i) ^ 4 + h * X.n i / s) = W
  have e1 : s ^ 2 * W * (X.r i j / s) ^ 2 = W * X.r i j ^ 2 := by field_simp
  have e2 : √s * (W * X.r i j ^ 2 / √s) = W * X.r i j ^ 2 := by field_simp
  rw [e1, mul_add, e2]
```

In the proof, $s^4$ is written as $(s^2)^2$ so that its root is $s^2$. The remaining root is then named `W`, and the cancellations are plain algebra in `W`, $s$ and $\sqrt s$.

## Exact cancellation in the pair sum

Each denominator is a product of three factors of type $g$, so it carries $(\sqrt s)^3=s^{3/2}$. For every $s>0$, therefore,

$$s^{3/2}P(s)=\sum_{i,j}\frac{N_iN_j}{\tilde g_{ij}\,\tilde g_{ji}\,(\tilde g_{ij}+\tilde g_{ji})}.$$

```lean
/-- For positive densities and `s > 0`, multiplying the scaled pair sum by `s^(3/2)` gives the
pair sum of the reduced `g_ij`. -/
theorem pairSum_scaled [Fintype ι] (C h c : ℝ) (X : Cells ι) (hn : ∀ i, 0 < X.n i)
    {s : ℝ} (hs : 0 < s) :
    s ^ (3 / 2 : ℝ) * pairSum C h c (X.scaled s) = ∑ i, ∑ j, X.N i * X.N j /
      (gRed C h c X s i j * gRed C h c X s j i * (gRed C h c X s i j + gRed C h c X s j i)) := by
  have hp : s ^ (3 / 2 : ℝ) = √s ^ 3 := by
    rw [Real.sqrt_eq_rpow, ← Real.rpow_natCast, ← Real.rpow_mul hs.le]
    norm_num
  have key : ∀ A t a b : ℝ, t ≠ 0 →
      t ^ 3 * (A / (t * a * (t * b) * (t * a + t * b))) = A / (a * b * (a + b)) := by
    intro A t a b ht
    rw [show t * a * (t * b) * (t * a + t * b) = t ^ 3 * (a * b * (a + b)) by ring,
      ← mul_div_assoc, mul_div_mul_left _ _ (pow_ne_zero 3 ht)]
  unfold pairSum
  rw [hp, Finset.mul_sum]
  refine Finset.sum_congr rfl fun i _ => ?_
  rw [Finset.mul_sum]
  refine Finset.sum_congr rfl fun j _ => ?_
  rw [g_scaled C h c X hn hs i j, g_scaled C h c X hn hs j i]
  exact key _ _ _ _ (Real.sqrt_pos.mpr hs).ne'
```

The auxiliary statement `key` is this cancellation for a single term, with $t=\sqrt s$; the rest applies it under both sums.

## The limit of the pair sum

Replacing each $g_{ij}$ by $\kappa_i$ gives the denominator

$$\kappa_i\kappa_j(\kappa_i+\kappa_j)=c^3(n_in_j)^{1/6}(n_i^{1/6}+n_j^{1/6}),$$

which is the one in $K$.

```lean
/-- For positive densities, the contact sum is the pair sum with every `g_ij` replaced by its
damping term. -/
theorem contactSum_eq [Fintype ι] (c : ℝ) (X : Cells ι) (hn : ∀ i, 0 < X.n i) :
    contactSum c X = ∑ i, ∑ j, X.N i * X.N j /
      (kappa c (X.n i) * kappa c (X.n j) * (kappa c (X.n i) + kappa c (X.n j))) := by
  refine Finset.sum_congr rfl fun i _ => Finset.sum_congr rfl fun j _ => ?_
  rw [Real.mul_rpow (hn i).le (hn j).le]
  congr 1
  unfold kappa
  ring
```

As $s\to\infty$, $hn_i/s\to0$, so the root in $\tilde g_{ij}$ tends to a finite number. Division by $\sqrt s$ removes the distance term, and $\tilde g_{ij}\to\kappa_i$. Since $\kappa_i>0$, the denominators have positive limits and each quotient converges. A finite sum of convergent terms converges to the sum of the limits:

$$s^{3/2}P(s)\longrightarrow K .$$

```lean
/-- High-density scaling of VV10: for positive densities and `c > 0`, `s^(3/2)` times the scaled
pair sum tends to the contact sum as `s → ∞`. -/
theorem tendsto_pairSum [Fintype ι] (C h : ℝ) {c : ℝ} (hc : 0 < c) (X : Cells ι)
    (hn : ∀ i, 0 < X.n i) :
    Tendsto (fun s : ℝ => s ^ (3 / 2 : ℝ) * pairSum C h c (X.scaled s)) atTop
      (𝓝 (contactSum c X)) := by
  have hk : ∀ i, 0 < kappa c (X.n i) := fun i => mul_pos hc (Real.rpow_pos_of_pos (hn i) _)
  -- the distance term of the reduced `g` dies out at least as fast as `1/√s`
  have hg : ∀ i j, Tendsto (fun s => gRed C h c X s i j) atTop (𝓝 (kappa c (X.n i))) := by
    intro i j
    have h1 : Tendsto (fun s : ℝ => h * X.n i / s) atTop (𝓝 0) :=
      tendsto_const_nhds.div_atTop tendsto_id
    have h2 := (((h1.const_add (C * (X.grad i / X.n i) ^ 4)).sqrt.mul_const
      (X.r i j ^ 2)).div_atTop Real.tendsto_sqrt_atTop).add_const (kappa c (X.n i))
    rw [zero_add] at h2
    exact h2
  rw [contactSum_eq c X hn]
  have hlim := tendsto_finsetSum Finset.univ fun i (_ : i ∈ Finset.univ) =>
    tendsto_finsetSum Finset.univ fun j (_ : j ∈ Finset.univ) =>
      (tendsto_const_nhds (x := X.N i * X.N j)).div
        (((hg i j).mul (hg j i)).mul ((hg i j).add (hg j i)))
        (mul_pos (mul_pos (hk i) (hk j)) (add_pos (hk i) (hk j))).ne'
  refine hlim.congr' ?_
  filter_upwards [eventually_gt_atTop (0 : ℝ)] with s hs
  exact (pairSum_scaled C h c X hn hs).symm
```

In `tendsto_pairSum`, `Tendsto … atTop` means $s\to\infty$, and `𝓝` marks the limiting value. The hypotheses are $c>0$, which means that the damping is switched on, and positive densities. No sign is required of $C$, $h$ or the populations; Lean reads the root of a negative number as zero. The step `hg` is the limit of $\tilde g_{ij}$, and `hlim` assembles the quotients and sums. The last lines use the exact cancellation, which is available once $s>0$.

If there is at least one cell and all populations are positive, every term of $K$ is positive, and so is $K$.

```lean
/-- With at least one cell, positive populations and densities, and `c > 0`, the contact sum is
positive. -/
theorem contactSum_pos [Fintype ι] [Nonempty ι] {c : ℝ} (hc : 0 < c) (X : Cells ι)
    (hN : ∀ i, 0 < X.N i) (hn : ∀ i, 0 < X.n i) : 0 < contactSum c X := by
  refine Finset.sum_pos (fun i _ => Finset.sum_pos (fun j _ => ?_) Finset.univ_nonempty)
    Finset.univ_nonempty
  have := hN i
  have := hN j
  have := hn i
  have := hn j
  positivity
```

Combined with the preceding limit, this means that $P(s)$ behaves as $K s^{-3/2}$ with a nonzero coefficient, so with at least one cell and positive populations the decay is no faster than $s^{-3/2}$.

## Bounds on the energy at finite $s$

The distance term in $\tilde g_{ij}$ is never negative, so $\tilde g_{ij}\ge\kappa_i>0$. Dropping it can only reduce the denominators. For nonnegative populations this gives $0\le s^{3/2}P(s)\le K$, and hence, for every $s>0$,

$$\beta N-\frac34\,\frac{K}{s^{3/2}}\;\le\;E(s)\;\le\;\beta N .$$

```lean
/-- For nonnegative populations, positive densities and `c > 0`, the scaled energy at every
`s > 0` lies below `β N` by at most `3/4` of the contact sum divided by `s^(3/2)`. -/
theorem energy_bounds [Fintype ι] (β C h : ℝ) {c : ℝ} (hc : 0 < c) (X : Cells ι)
    (hN : ∀ i, 0 ≤ X.N i) (hn : ∀ i, 0 < X.n i) {s : ℝ} (hs : 0 < s) :
    β * ∑ i, X.N i - 3 / 4 * (contactSum c X / s ^ (3 / 2 : ℝ)) ≤ energy β C h c (X.scaled s) ∧
      energy β C h c (X.scaled s) ≤ β * ∑ i, X.N i := by
  have hk : ∀ i, 0 < kappa c (X.n i) := fun i => mul_pos hc (Real.rpow_pos_of_pos (hn i) _)
  have hle : ∀ i j, kappa c (X.n i) ≤ gRed C h c X s i j := fun i j =>
    le_add_of_nonneg_left (by positivity)
  have hg : ∀ i j, 0 < gRed C h c X s i j := fun i j => (hk i).trans_le (hle i j)
  have hp : 0 < s ^ (3 / 2 : ℝ) := Real.rpow_pos_of_pos hs _
  have low : 0 ≤ s ^ (3 / 2 : ℝ) * pairSum C h c (X.scaled s) := by
    rw [pairSum_scaled C h c X hn hs]
    exact Finset.sum_nonneg fun i _ => Finset.sum_nonneg fun j _ =>
      div_nonneg (mul_nonneg (hN i) (hN j))
        (mul_pos (mul_pos (hg i j) (hg j i)) (add_pos (hg i j) (hg j i))).le
  -- dropping the distance terms can only enlarge the pair sum
  have up : s ^ (3 / 2 : ℝ) * pairSum C h c (X.scaled s) ≤ contactSum c X := by
    rw [pairSum_scaled C h c X hn hs, contactSum_eq c X hn]
    refine Finset.sum_le_sum fun i _ => Finset.sum_le_sum fun j _ => ?_
    exact div_le_div_of_nonneg_left (mul_nonneg (hN i) (hN j))
      (mul_pos (mul_pos (hk i) (hk j)) (add_pos (hk i) (hk j)))
      (mul_le_mul (mul_le_mul (hle i j) (hle j i) (hk j).le (hg i j).le)
        (add_le_add (hle i j) (hle j i)) (add_pos (hk i) (hk j)).le
        (mul_pos (hg i j) (hg j i)).le)
  have h0 : 0 ≤ pairSum C h c (X.scaled s) := nonneg_of_mul_nonneg_right low hp
  have h1 : pairSum C h c (X.scaled s) ≤ contactSum c X / s ^ (3 / 2 : ℝ) := by
    rw [le_div_iff₀ hp, mul_comm]
    exact up
  change _ ≤ β * ∑ i, X.N i - 3 / 4 * pairSum C h c (X.scaled s) ∧
    β * ∑ i, X.N i - 3 / 4 * pairSum C h c (X.scaled s) ≤ _
  constructor <;> linarith
```

Here `hle` is the inequality $\kappa_i\le\tilde g_{ij}$, while `low` and `up` are the two bounds on $s^{3/2}P(s)$. Dividing by $s^{3/2}$ gives `h0` and `h1`, and `linarith` carries them over to the energy. At $s=1$ the bounds apply to the original, unscaled density.

## What is left of the energy

Since $s^{3/2}P(s)$ has a finite limit and $s^{3/2}\to\infty$, $P(s)\to0$. Therefore

$$E(s)=\beta N-\tfrac34P(s)\longrightarrow\beta N .$$

```lean
/-- For positive densities and `c > 0`, the VV10 energy of the scaled density tends to `β N`
as `s → ∞`. -/
theorem tendsto_energy [Fintype ι] (β C h : ℝ) {c : ℝ} (hc : 0 < c) (X : Cells ι)
    (hn : ∀ i, 0 < X.n i) :
    Tendsto (fun s : ℝ => energy β C h c (X.scaled s)) atTop (𝓝 (β * ∑ i, X.N i)) := by
  have h1 := (tendsto_pairSum C h hc X hn).div_atTop
    (tendsto_rpow_atTop (show (0 : ℝ) < 3 / 2 by norm_num))
  have h2 := (h1.const_mul (3 / 4)).const_sub (β * ∑ i, X.N i)
  rw [mul_zero, sub_zero] at h2
  refine h2.congr' ?_
  filter_upwards [eventually_gt_atTop (0 : ℝ)] with s hs
  have hp : s ^ (3 / 2 : ℝ) ≠ 0 := (Real.rpow_pos_of_pos hs _).ne'
  rw [mul_comm (s ^ (3 / 2 : ℝ)), mul_div_assoc, div_self hp, mul_one]
  rfl

end VV10HighDensity
```

The proof divides the limit of `tendsto_pairSum` by the growing power and then cancels that power for $s>0$. No sign condition on the populations is needed here, in contrast to the bounds.

For electronic structure, the result says that in this finite-cell form of VV10 the high-density limit depends on the number of electrons alone, so it cancels from the energy difference between two densities with equal $N$.

```lean
#print axioms VV10HighDensity.contactSum_pos
#print axioms VV10HighDensity.energy_bounds
#print axioms VV10HighDensity.tendsto_energy
```

```
'VV10HighDensity.contactSum_pos' depends on axioms: [propext, Classical.choice, Quot.sound]
'VV10HighDensity.energy_bounds' depends on axioms: [propext, Classical.choice, Quot.sound]
'VV10HighDensity.tendsto_energy' depends on axioms: [propext, Classical.choice, Quot.sound]
```
